# An electron in the harmonic Wigner–Seitz potential has radial zero-point energy $\tfrac32 R^{-3/2}$

## Question

I use atomic units. Let $R>0$ be the radius of a Wigner–Seitz sphere: a ball of uniform positive charge with total charge 1, holding one electron. Let $r$ be the electron's distance from the centre, and measure its potential energy from the value there, so that $V(r)=r^2/(2R^3)$. I continue this harmonic form to all $r$, beyond the sphere as well. Put $w=R^{-3/2}$ and $u(r)=e^{-wr^2/2}$.

The claim is that, for all $r>0$,

$$-\tfrac12\Big(u''+\tfrac{2}{r}u'\Big)+\frac{r^2}{2R^3}\,u=\tfrac32R^{-3/2}\,u ,$$

which gives the zero-point coefficient $1.5$. Could someone show me this as a proof checked by machine? An eigenvalue equation alone doesn't tell me that the energy is the lowest one, so I would like to see that proved too, at least for radial wavefunctions.

## Answer

Both statements can be proved by elementary means: the first by differentiating, the second by completing a square.

### The eigenvalue equation

Since $w^2=R^{-3}$, the potential is $V(r)=\tfrac12w^2r^2$, an oscillator of frequency $w$. The Gaussian satisfies

$$u'=-wr\,u,\qquad u''=(-w+w^2r^2)\,u,\qquad \tfrac{2}{r}u'=-2w\,u .$$

Hence $-\tfrac12(u''+2u'/r)=(\tfrac32w-\tfrac12w^2r^2)\,u$. Adding $Vu$ cancels the quadratic term and leaves $\tfrac32w\,u$.

### Why no radial function does better

For a real radial function $u$, now arbitrary, define

$$N[u]=\int_0^\infty r^2u^2\,dr,\qquad E[u]=\int_0^\infty r^2\Big(\tfrac12u'^2+Vu^2\Big)dr .$$

The common factor $4\pi$ is left out of both, and the energy expectation value is $E[u]/N[u]$. Let $u$ be continuously differentiable, with $r^2u^2$, $r^4u^2$ and $r^2u'^2$ integrable. Completing the square gives

$$r^2\Big(\tfrac12u'^2+\tfrac12w^2r^2u^2\Big)=\tfrac12r^2(u'+wru)^2-w\,r^3uu' .$$

From $(r^3u^2)'=3r^2u^2+2r^3uu'$, the last term is

$$-w\,r^3uu'=\tfrac32w\,r^2u^2-\tfrac w2\,(r^3u^2)' .$$

The total derivative integrates to zero. At $r=0$ the function $r^3u^2$ vanishes. For large $r$, the bounds

$$|r^3uu'|\le r^2u'^2+r^4u^2,\qquad r^3u^2\le r^2u^2+r^4u^2$$

show that $r^3u^2$ and its derivative are both integrable. An integrable derivative forces a limit at infinity, and integrability of the function forces that limit to be zero. Therefore

$$E[u]-\tfrac32w\,N[u]=\tfrac12\int_0^\infty r^2(u'+wru)^2\,dr\;\ge\;0 .$$

For the Gaussian, $u'+wru=0$, so the right side vanishes and the bound is attained. Normalised in three dimensions, this state is $(w/\pi)^{3/4}e^{-wr^2/2}$; the code works with the unnormalised exponential.

### What the Lean statements say

`wsPotential R r` is $V(r)$, `freq R` is $w$, written as a real power, and `groundState R` is the Gaussian. `radialHamiltonian` applies the radial kinetic operator through Lean's derivative `deriv`, so the equation concerns actual derivatives. The theorem `radial_schrodinger` is the displayed equation of the question, for every $R>0$ and $r>0$.

`radialNorm` and `energy` are $N[u]$ and $E[u]$, integrals over `Ioi 0`, the half-line $r>0$. The kinetic energy appears as $\tfrac12u'^2$, the form it takes after integration by parts. `IsTrial u` collects the conditions on a trial function: differentiability, a continuous derivative and the three finite integrals. They stand for finite norm, potential energy and kinetic energy; decay at infinity is not postulated. The functions are defined and differentiable on the whole real line, although only $r>0$ enters the integrals.

The theorem `zero_point_energy` considers all numbers $E$ with $E[u]=E\,N[u]$ for some trial function of positive norm, that is, all energy expectation values. `IsLeast` says that $\tfrac32R^{-3/2}$ belongs to this set and that no member is smaller.

The minimum is over real radial functions only. Angular dependence, excited states and the uniqueness of the minimiser are not treated, and neither is the self-adjoint operator with its spectrum. The potential itself is a definition: its electrostatic origin is not derived, and the constant energy at the centre of the sphere is left out.

For density functionals, the result gives a model value, $1.5$, for the coefficient of the $R^{-3/2}$ zero-point term in the low-density uniform electron gas, with each electron vibrating independently in its own harmonic sphere. In a real electron crystal the vibrations are coupled, which changes the coefficient.

### The file

```lean
import Mathlib

open MeasureTheory Set Filter

namespace WignerSeitzZeroPoint

noncomputable section

/-- The potential energy `r² / (2R³)`, measured from its value at the centre, of an electron
displaced by `r` in a Wigner-Seitz sphere of radius `R > 0`, continued harmonically to all `r`. -/
def wsPotential (R r : ℝ) : ℝ := r ^ 2 / (2 * R ^ 3)

/-- The oscillation frequency `w = R^(-3/2)` in atomic units, for `R > 0`. -/
def freq (R : ℝ) : ℝ := R ^ (-(3 / 2) : ℝ)

/-- The Gaussian `exp(-w r² / 2)` with `w = R^(-3/2)`, for `R > 0`. -/
def groundState (R r : ℝ) : ℝ := Real.exp (-(freq R / 2 * r ^ 2))

/-- The Hamiltonian on radial functions, `-(u'' + 2u'/r)/2 + V u`, for `r > 0` and `R > 0`. -/
def radialHamiltonian (R : ℝ) (u : ℝ → ℝ) (r : ℝ) : ℝ :=
  -(deriv (deriv u) r + 2 * deriv u r / r) / 2 + wsPotential R r * u r

/-- Radial trial functions: continuously differentiable, with finite norm, finite potential
energy and finite kinetic energy. -/
structure IsTrial (u : ℝ → ℝ) : Prop where
  diff : Differentiable ℝ u
  contDeriv : Continuous (deriv u)
  finNorm : IntegrableOn (fun r => r ^ 2 * u r ^ 2) (Ioi 0)
  finPot : IntegrableOn (fun r => r ^ 4 * u r ^ 2) (Ioi 0)
  finKin : IntegrableOn (fun r => r ^ 2 * deriv u r ^ 2) (Ioi 0)

/-- The squared norm of a radial function, without the factor `4π`. -/
def radialNorm (u : ℝ → ℝ) : ℝ := ∫ r in Ioi (0 : ℝ), r ^ 2 * u r ^ 2

/-- Kinetic plus potential energy of a radial function, without the factor `4π`, for `R > 0`. -/
def energy (R : ℝ) (u : ℝ → ℝ) : ℝ :=
  ∫ r in Ioi (0 : ℝ), r ^ 2 * (deriv u r ^ 2 / 2 + wsPotential R r * u r ^ 2)

/-- For `R > 0` the Wigner-Seitz potential is that of an oscillator of frequency `R^(-3/2)`. -/
theorem wsPotential_eq {R : ℝ} (hR : 0 < R) (r : ℝ) :
    wsPotential R r = freq R ^ 2 * r ^ 2 / 2 := by
  have hw : freq R ^ 2 = (R ^ 3)⁻¹ := by
    have h : (-(3 / 2) : ℝ) * ((2 : ℕ) : ℝ) = -((3 : ℕ) : ℝ) := by norm_num
    rw [freq, ← Real.rpow_natCast (R ^ (-(3 / 2) : ℝ)) 2, ← Real.rpow_mul hR.le, h,
      Real.rpow_neg hR.le, Real.rpow_natCast]
  rw [wsPotential, hw]
  ring

/-- The Gaussian `groundState R` satisfies the first-order equation `u' = -w r u`, where
`w = freq R`. -/
theorem hasDerivAt_groundState (R r : ℝ) :
    HasDerivAt (groundState R) (-(freq R * r) * groundState R r) r := by
  have h : HasDerivAt (fun x : ℝ => Real.exp (-(freq R / 2 * x ^ 2)))
      (-(freq R * r) * groundState R r) r :=
    (((hasDerivAt_pow 2 r).const_mul (freq R / 2)).fun_neg.exp).congr_deriv (by
      simp only [groundState, Nat.cast_ofNat, Nat.reduceSub, pow_one]
      ring)
  exact h

/-- For `R > 0` and `r > 0` the Gaussian solves the radial Schrödinger equation in the
Wigner-Seitz potential with energy `(3/2) R^(-3/2)`. -/
theorem radial_schrodinger {R r : ℝ} (hR : 0 < R) (hr : 0 < r) :
    radialHamiltonian R (groundState R) r
      = 3 / 2 * R ^ (-(3 / 2) : ℝ) * groundState R r := by
  change _ = 3 / 2 * freq R * groundState R r
  have h1 : deriv (groundState R) = fun x => -(freq R * x) * groundState R x :=
    funext fun x => (hasDerivAt_groundState R x).deriv
  have h2 : HasDerivAt (fun x => -(freq R * x) * groundState R x)
      ((-freq R + freq R ^ 2 * r ^ 2) * groundState R r) r :=
    (((hasDerivAt_id' r).const_mul (freq R)).fun_neg.fun_mul
      (hasDerivAt_groundState R r)).congr_deriv (by ring)
  -- the first-derivative term is regular once `r` is cancelled
  have h3 : 2 * (-(freq R * r) * groundState R r) / r = -2 * freq R * groundState R r := by
    rw [div_eq_iff hr.ne']
    ring
  rw [radialHamiltonian, h1, h2.deriv, h3, wsPotential_eq hR]
  ring

/-- For a trial function the product `r³ u u'` is integrable over `r > 0`. -/
theorem IsTrial.cross {u : ℝ → ℝ} (h : IsTrial u) :
    IntegrableOn (fun r => r ^ 3 * u r * deriv u r) (Ioi 0) := by
  have hc : Continuous (fun r => r ^ 3 * u r * deriv u r) :=
    ((continuous_id.pow 3).mul h.diff.continuous).mul h.contDeriv
  refine (Integrable.add h.finKin h.finPot).mono' hc.aestronglyMeasurable
    (Eventually.of_forall fun r => ?_)
  change |r ^ 3 * u r * deriv u r| ≤ r ^ 2 * deriv u r ^ 2 + r ^ 4 * u r ^ 2
  rw [abs_le]
  constructor <;> nlinarith [sq_nonneg (r * deriv u r + r ^ 2 * u r),
    sq_nonneg (r * deriv u r - r ^ 2 * u r), sq_nonneg (r * deriv u r), sq_nonneg (r ^ 2 * u r)]

/-- For a trial function the derivative of `r³ u²` integrates to zero over `r > 0`. -/
theorem IsTrial.boundary {u : ℝ → ℝ} (h : IsTrial u) :
    ∫ r in Ioi (0 : ℝ), (3 * (r ^ 2 * u r ^ 2) + 2 * (r ^ 3 * u r * deriv u r)) = 0 := by
  have hd : ∀ r : ℝ, HasDerivAt (fun r => r ^ 3 * u r ^ 2)
      (3 * (r ^ 2 * u r ^ 2) + 2 * (r ^ 3 * u r * deriv u r)) r := fun r =>
    ((hasDerivAt_pow 3 r).fun_mul ((h.diff r).hasDerivAt.fun_pow 2)).congr_deriv (by
      simp only [Nat.cast_ofNat, Nat.reduceSub, pow_one]
      ring)
  have hi : IntegrableOn
      (fun r => 3 * (r ^ 2 * u r ^ 2) + 2 * (r ^ 3 * u r * deriv u r)) (Ioi 0) :=
    Integrable.add (Integrable.const_mul h.finNorm 3) (Integrable.const_mul h.cross 2)
  have hf : IntegrableOn (fun r => r ^ 3 * u r ^ 2) (Ioi 0) := by
    have hc : Continuous (fun r => r ^ 3 * u r ^ 2) :=
      (continuous_id.pow 3).mul (h.diff.continuous.pow 2)
    refine (Integrable.add h.finNorm h.finPot).mono' hc.aestronglyMeasurable
      (Eventually.of_forall fun r => ?_)
    change |r ^ 3 * u r ^ 2| ≤ r ^ 2 * u r ^ 2 + r ^ 4 * u r ^ 2
    rw [abs_le]
    constructor <;> nlinarith [mul_nonneg (sq_nonneg (r - r ^ 2)) (sq_nonneg (u r)),
      mul_nonneg (sq_nonneg (r + r ^ 2)) (sq_nonneg (u r)), sq_nonneg (r * u r),
      sq_nonneg (r ^ 2 * u r)]
  -- an integrable function with integrable derivative vanishes at infinity
  have hlim := tendsto_zero_of_hasDerivAt_of_integrableOn_Ioi (fun r _ => hd r) hi hf
  rw [integral_Ioi_of_hasDerivAt_of_tendsto' (fun r _ => hd r) hi hlim]
  simp

/-- For `R > 0` and `w = R^(-3/2)`, the energy of a trial function minus `(3/2) w` times its squared
norm is exactly half the integral of `r² (u' + w r u)²` over `r > 0`. -/
theorem energy_gap {R : ℝ} (hR : 0 < R) {u : ℝ → ℝ} (h : IsTrial u) :
    energy R u - 3 / 2 * freq R * radialNorm u
      = 1 / 2 * ∫ r in Ioi (0 : ℝ), r ^ 2 * (deriv u r + freq R * r * u r) ^ 2 := by
  have hB : IntegrableOn (fun r => r ^ 2 * (deriv u r + freq R * r * u r) ^ 2) (Ioi 0) :=
    (Integrable.add (Integrable.add h.finKin (Integrable.const_mul h.cross (2 * freq R)))
      (Integrable.const_mul h.finPot (freq R ^ 2))).congr
      (Eventually.of_forall fun r => by dsimp; ring)
  have hA' : IntegrableOn (fun r => 3 / 2 * freq R * (r ^ 2 * u r ^ 2)) (Ioi 0) :=
    Integrable.const_mul h.finNorm _
  have hB' : IntegrableOn
      (fun r => 1 / 2 * (r ^ 2 * (deriv u r + freq R * r * u r) ^ 2)) (Ioi 0) :=
    Integrable.const_mul hB _
  have hAB : IntegrableOn (fun r => 3 / 2 * freq R * (r ^ 2 * u r ^ 2)
      + 1 / 2 * (r ^ 2 * (deriv u r + freq R * r * u r) ^ 2)) (Ioi 0) := Integrable.add hA' hB'
  have hC : IntegrableOn (fun r => freq R / 2 *
      (3 * (r ^ 2 * u r ^ 2) + 2 * (r ^ 3 * u r * deriv u r))) (Ioi 0) :=
    Integrable.const_mul
      (Integrable.add (Integrable.const_mul h.finNorm 3) (Integrable.const_mul h.cross 2)) _
  -- complete the square under the integral
  have hs : (fun r => r ^ 2 * (deriv u r ^ 2 / 2 + wsPotential R r * u r ^ 2))
      = fun r => (3 / 2 * freq R * (r ^ 2 * u r ^ 2)
        + 1 / 2 * (r ^ 2 * (deriv u r + freq R * r * u r) ^ 2))
        - freq R / 2 * (3 * (r ^ 2 * u r ^ 2) + 2 * (r ^ 3 * u r * deriv u r)) := by
    funext r
    rw [wsPotential_eq hR]
    ring
  rw [energy, radialNorm, hs, integral_sub hAB hC, integral_add hA' hB', integral_const_mul,
    integral_const_mul, integral_const_mul, h.boundary]
  ring

/-- For `R > 0` the Gaussian is a trial function of positive norm. -/
theorem groundState_isTrial {R : ℝ} (hR : 0 < R) :
    IsTrial (groundState R) ∧ 0 < radialNorm (groundState R) := by
  have hw : 0 < freq R := Real.rpow_pos_of_pos hR _
  have h1 : deriv (groundState R) = fun x => -(freq R * x) * groundState R x :=
    funext fun x => (hasDerivAt_groundState R x).deriv
  have hdiff : Differentiable ℝ (groundState R) :=
    fun x => (hasDerivAt_groundState R x).differentiableAt
  -- all Gaussian moments are finite
  have hm : ∀ n : ℕ, IntegrableOn (fun r => r ^ n * groundState R r ^ 2) (Ioi 0) := by
    intro n
    have hn : (-1 : ℝ) < (n : ℝ) := by
      have : (0 : ℝ) ≤ (n : ℝ) := Nat.cast_nonneg n
      linarith
    refine ((integrable_rpow_mul_exp_neg_mul_sq hw hn).congr
      (Eventually.of_forall fun r => ?_)).integrableOn
    change r ^ (n : ℝ) * Real.exp (-freq R * r ^ 2) = r ^ n * groundState R r ^ 2
    have hg : groundState R r ^ 2 = Real.exp (-freq R * r ^ 2) := by
      rw [groundState, sq (Real.exp _), ← Real.exp_add]
      congr 1
      ring
    rw [hg, Real.rpow_natCast]
  refine ⟨⟨hdiff, ?_, hm 2, hm 4, ?_⟩, ?_⟩
  · rw [h1]
    exact (continuous_const.mul continuous_id).neg.mul hdiff.continuous
  · rw [h1]
    exact (Integrable.const_mul (hm 4) (freq R ^ 2)).congr
      (Eventually.of_forall fun r => by dsimp; ring)
  · rw [radialNorm, setIntegral_pos_iff_support_of_nonneg_ae
      (Eventually.of_forall fun r => mul_nonneg (sq_nonneg _) (sq_nonneg _)) (hm 2)]
    have hsub : Ioi (0 : ℝ) ⊆
        Function.support (fun r => r ^ 2 * groundState R r ^ 2) ∩ Ioi 0 := fun r hr =>
      ⟨mul_ne_zero (pow_ne_zero 2 (ne_of_gt hr)) (pow_ne_zero 2 (Real.exp_ne_zero _)), hr⟩
    exact lt_of_lt_of_le (by simp) (measure_mono hsub)

/-- For `R > 0` the least energy expectation value among radial trial functions of positive norm
in the Wigner-Seitz potential is `(3/2) R^(-3/2)`. -/
theorem zero_point_energy {R : ℝ} (hR : 0 < R) :
    IsLeast {E : ℝ | ∃ u, IsTrial u ∧ 0 < radialNorm u ∧ energy R u = E * radialNorm u}
      (3 / 2 * R ^ (-(3 / 2) : ℝ)) := by
  change IsLeast _ (3 / 2 * freq R)
  constructor
  · -- the Gaussian makes the square vanish
    obtain ⟨ht, hpos⟩ := groundState_isTrial hR
    refine ⟨groundState R, ht, hpos, ?_⟩
    have hgap := energy_gap hR ht
    have hz : (fun r => r ^ 2 * (deriv (groundState R) r + freq R * r * groundState R r) ^ 2)
        = fun _ => (0 : ℝ) := by
      funext r
      rw [(hasDerivAt_groundState R r).deriv]
      ring
    rw [hz] at hgap
    simp only [integral_zero, mul_zero] at hgap
    linarith
  · -- for every other trial function the square is nonnegative
    rintro E ⟨u, hu, hpos, hE⟩
    have hgap := energy_gap hR hu
    have hnn : 0 ≤ ∫ r in Ioi (0 : ℝ), r ^ 2 * (deriv u r + freq R * r * u r) ^ 2 :=
      integral_nonneg fun r => mul_nonneg (sq_nonneg _) (sq_nonneg _)
    exact le_of_mul_le_mul_right (by linarith) hpos

end

end WignerSeitzZeroPoint
```

```lean
#print axioms WignerSeitzZeroPoint.radial_schrodinger
-- 'WignerSeitzZeroPoint.radial_schrodinger' depends on axioms: [propext, Classical.choice, Quot.sound]
#print axioms WignerSeitzZeroPoint.zero_point_energy
-- 'WignerSeitzZeroPoint.zero_point_energy' depends on axioms: [propext, Classical.choice, Quot.sound]
```

### From the hand derivation to the lemmas

`wsPotential_eq` proves $V=\tfrac12w^2r^2$. The rule for powers of powers turns $(R^{-3/2})^2$ into $R^{-3}$, and this step uses $R>0$. The hypothesis is used again in `groundState_isTrial`, where it gives $w>0$ and so makes the Gaussian integrals finite.

`hasDerivAt_groundState` is the first-order equation $u'=-wru$. In `radial_schrodinger`, `h1` turns it into a formula for the derivative as a function, `h2` differentiates that formula once more, and `h3` cancels $r$ in $2u'/r$, which needs $r\neq0$. After these substitutions, `ring` carries out the cancellation of the quadratic terms.

`IsTrial.cross` shows that $r^3uu'$ is integrable, by the first of the two bounds above; `nlinarith` derives it from squares such as $(ru'\pm r^2u)^2\ge0$. `IsTrial.boundary` computes the derivative of $r^3u^2$, proves the second bound in the same way, and obtains the vanishing limit from `tendsto_zero_of_hasDerivAt_of_integrableOn_Ioi`. The fundamental theorem of calculus on the half-line then gives the value zero.

`energy_gap` is the exact identity for $E[u]-\tfrac32wN[u]$. Its step `hs` rewrites the energy integrand as the norm term plus half the square, minus $w/2$ times the total derivative. The integrability facts before it allow the integral to be split, and `IsTrial.boundary` removes the last part.

`groundState_isTrial` checks that the Gaussian is admissible. The integrals of $r^nu^2$ are finite for every natural number $n$: $n=2$ gives the norm, $n=4$ the potential energy, and $w^2$ times the case $n=4$ the kinetic condition, because $u'^2=w^2r^2u^2$. The norm is positive because its integrand is nonzero at every $r>0$.

`zero_point_energy` combines these results. For membership, the square in `energy_gap` is identically zero for the Gaussian. For the lower bound, the square is nonnegative, so $\tfrac32w\,N[u]\le E\,N[u]$, and dividing by the positive norm gives $\tfrac32w\le E$.

### Large spheres

As $R\to\infty$ the zero-point energy tends to zero, while the Gaussian spreads. A short calculation, separate from the file, gives $\langle r^2\rangle=\tfrac{3}{2w}=\tfrac32R^{3/2}$, and so

$$\frac{\sqrt{\langle r^2\rangle}}{R}=\sqrt{\tfrac32}\;R^{-1/4}\longrightarrow0 .$$

Relative to its sphere, the electron becomes localised at the centre, and the harmonic continuation beyond $R$ matters less and less. The approach is slow, and for small $R$ the Gaussian extends well outside the sphere, where the continued potential is no longer a good description.
